# An inversion-odd real state on a seven-point cutoff is fixed by three amplitudes

The lemma `eq_oddState` concerns a real-valued state `x` on the integer lattice ℤ × ℤ, with no normalisation assumed. If `x` vanishes outside the seven points (0, 0), (±1, 0), (0, ±1), (±2, 0) and changes sign under inversion, n ↦ −n, then it equals the `oddState` built from its own amplitudes at (1, 0), (2, 0) and (0, 1). The attempt compares the two functions point by point. Outside the cutoff both vanish; inside it, the proof derives from oddness the value zero at the origin and the values at the three negative points, then treats all seven points with one shared pair of tactics.

The first attempt, which Lean rejects:

```lean
import Mathlib

open Module

namespace EqOddState

noncomputable section

/-- The anisotropic cutoff: the cross together with the two points `±2e₁`. -/
def stretchedCutoff : Finset (ℤ × ℤ) :=
  {(0, 0), (1, 0), (-1, 0), (0, 1), (0, -1), (2, 0), (-2, 0)}

/-- Amplitudes `a`, `b`, `c` at `e₁`, `2e₁`, `e₂`, and zero elsewhere. -/
def halfState (a b c : ℝ) (n : ℤ × ℤ) : ℝ :=
  if n.1 = 1 ∧ n.2 = 0 then a else if n.1 = 2 ∧ n.2 = 0 then b
  else if n.1 = 0 ∧ n.2 = 1 then c else 0

/-- The inversion-odd state with amplitudes `a`, `b`, `c` at `e₁`, `2e₁`, `e₂`. -/
def oddState (a b c : ℝ) (n : ℤ × ℤ) : ℝ := halfState a b c n - halfState a b c (-n)

lemma oddState_apply (a b c : ℝ) : oddState a b c (1, 0) = a ∧ oddState a b c (2, 0) = b ∧
    oddState a b c (0, 1) = c := by
  norm_num [oddState, halfState]

lemma oddState_support (a b c : ℝ) (n : ℤ × ℤ) (hn : n ∉ stretchedCutoff) :
    oddState a b c n = 0 := by
  obtain ⟨i, j⟩ := n
  simp only [stretchedCutoff, Finset.mem_insert, Finset.mem_singleton, Prod.mk.injEq] at hn
  simp only [oddState, halfState, Prod.fst_neg, Prod.snd_neg]
  split_ifs <;> first | (exfalso; omega) | simp

lemma eq_oddState {x : ℤ × ℤ → ℝ} (hs : ∀ n, n ∉ stretchedCutoff → x n = 0)
    (ho : ∀ n, x (-n) = -x n) : x = oddState (x (1, 0)) (x (2, 0)) (x (0, 1)) := by
  funext n
  by_cases hn : n ∈ stretchedCutoff
  · have h0 : x (0, 0) = 0 := by
      have h : x (0, 0) = -x (0, 0) := ho (0, 0)
      linarith
    have h1 : x (-1, 0) = -x (1, 0) := ho (1, 0)
    have h2 : x (-2, 0) = -x (2, 0) := ho (2, 0)
    have h3 : x (0, -1) = -x (0, 1) := ho (0, 1)
    simp only [stretchedCutoff, Finset.mem_insert, Finset.mem_singleton] at hn
    rcases hn with rfl | rfl | rfl | rfl | rfl | rfl | rfl <;>
      simp only [h0, h1, h2, h3] <;> norm_num [oddState, halfState]
  · rw [hs n hn, oddState_support _ _ _ n hn]

end

end EqOddState
```

Lean reports:

```
Main.lean:44:6: error: `simp` made no progress
Main.lean:44:6: error: `simp` made no progress
Main.lean:44:6: error: `simp` made no progress
```

Cause. The message "`simp` made no progress" means that `simp only [h0, h1, h2, h3]` found nothing to rewrite, which Lean treats as an error. These four equations rewrite `x` at the origin and at the three negative points. In the cases (1, 0), (0, 1) and (2, 0), the goal contains `x` only at the positive points, so none of them applies. Because `<;>` runs the same `simp only` in every case, it fails in exactly these three, and the `norm_num` after it is never reached there.

The repair treats the cases separately. For the three positive points it uses the matching part of `oddState_apply`, which says that `oddState` returns the given amplitude; `.symm` turns the equation round to fit the goal. In the other four cases the rewriting did have something to act on and no error was reported. Their new form, `rw` with the one relevant equation followed by the same `norm_num`, is mere tidying that comes with splitting the cases.

As a diff, the version that Lean accepts:

```diff
@@ -41,6 +41,12 @@
     have h3 : x (0, -1) = -x (0, 1) := ho (0, 1)
     simp only [stretchedCutoff, Finset.mem_insert, Finset.mem_singleton] at hn
-    rcases hn with rfl | rfl | rfl | rfl | rfl | rfl | rfl <;>
-      simp only [h0, h1, h2, h3] <;> norm_num [oddState, halfState]
+    rcases hn with rfl | rfl | rfl | rfl | rfl | rfl | rfl
+    · rw [h0]; norm_num [oddState, halfState]
+    · exact (oddState_apply _ _ _).1.symm
+    · rw [h1]; norm_num [oddState, halfState]
+    · exact (oddState_apply _ _ _).2.2.symm
+    · rw [h3]; norm_num [oddState, halfState]
+    · exact (oddState_apply _ _ _).2.1.symm
+    · rw [h2]; norm_num [oddState, halfState]
   · rw [hs n hn, oddState_support _ _ _ n hn]
 
```
